# Positive definiteness of the LMTO overlap matrix

If the overlap matrix O of a basis is singular, some nonzero coefficient vector c has zero norm, cᴴ O c = 0, and describes no physical state. Its Rayleigh quotient is undefined, and the Cholesky factorisation that normally turns H c = E O c into an ordinary Hermitian eigenproblem breaks down. For a finite LMTO basis in the atomic-sphere approximation, with overlap

O = (1 + h o)(1 + o h) + h p h,

where h is Hermitian, o is real diagonal and p is nonnegative diagonal, O is always positive semidefinite. It is positive definite exactly when no nonzero c satisfies both (1 + o h)c = 0 and p h c = 0.

## The norm as a sum of squares

An LMTO combines partial waves φ_i, taken at a fixed energy and normalised in their atomic spheres, with derivative functions φ̇_i + o_i φ_i. Here φ̇_i is the energy derivative of the normalised partial wave, which is orthogonal to φ_i, and o_i measures the admixture of φ_i. The matrix h couples the orbitals through the derivative functions. The parameter p_i is the integral of |φ̇_i|² over the atomic sphere. It is strictly positive for exact partial waves; the value p_i = 0 describes a model in which this term is neglected.

Put A = 1 + o h. Since h and o are Hermitian, Aᴴ = 1 + h o, and therefore

O = AᴴA + h p h,

cᴴ O c = ∑_i |(A c)_i|² + ∑_i p_i |(h c)_i|².

Every term is nonnegative, so O is positive semidefinite. The sum is zero only if every term is zero, which means A c = 0 and p_i (h c)_i = 0 for all i. Positive definiteness is the absence of a nonzero c of this kind.

Now let O c = 0. Then cᴴ O c = 0, and both conditions hold. On an orbital with p_i ≠ 0 the second gives (h c)_i = 0, and the first gives

c_i = −o_i (h c)_i = 0.

If all p_i > 0, the two conditions leave only c = 0, and O is positive definite.

Strict positivity is sufficient but not necessary. As an algebraic illustration, with the p term neglected on one orbital, take two orbitals, numbered 0 and 1, with unit hopping, o = (−1, −1) and p = (1, 0). Then A has rows (1, −1) and (−1, 1) and is singular. But p h c = (c_1, 0), so the second condition gives c_1 = 0, and the first, c_0 − c_1 = 0, gives c_0 = 0. The overlap, with rows (2, −2) and (−2, 3), is positive definite.

## Matrices and potential parameters in Lean

The orbitals form a finite type `n`.

```lean
import Mathlib

open Matrix
open scoped ComplexOrder

namespace LMTOOverlap

noncomputable section

variable {n : Type*} [Fintype n] [DecidableEq n]
```

The parameters o and p are real functions on the orbitals, embedded as complex diagonal matrices.

```lean
/-- The diagonal matrix of a real potential parameter, one value per orbital. -/
def siteDiag (d : n → ℝ) : Matrix n n ℂ := Matrix.diagonal fun i => (d i : ℂ)
```

The overlap is taken as given by its formula; its derivation from the partial waves is not part of the development.

```lean
/-- The LMTO overlap matrix `(1 + h o)(1 + o h) + h p h`. -/
def overlap (h : Matrix n n ℂ) (o p : n → ℝ) : Matrix n n ℂ :=
  (1 + h * siteDiag o) * (1 + siteDiag o * h) + h * siteDiag p * h
```

`stateNorm` is the squared norm found above, defined as a real number.

```lean
/-- For nonnegative `p`, the squared norm of the state with coefficients `c`: the weight of the
amplitudes `(1 + o h) c` plus the weight of the amplitudes `h c`, the latter weighted by `p`. -/
def stateNorm (h : Matrix n n ℂ) (o p : n → ℝ) (c : n → ℂ) : ℝ :=
  ∑ i, ‖((1 + siteDiag o * h) *ᵥ c) i‖ ^ 2 + ∑ i, p i * ‖(h *ᵥ c) i‖ ^ 2
```

Two lemmas record that a diagonal parameter acts orbital by orbital and that its matrix is Hermitian.

```lean
/-- A diagonal potential parameter multiplies each orbital amplitude by its own value. -/
theorem siteDiag_mulVec (d : n → ℝ) (w : n → ℂ) (i : n) :
    (siteDiag d *ᵥ w) i = (d i : ℂ) * w i :=
  Matrix.mulVec_diagonal _ _ _

omit [Fintype n] in
/-- The matrix of a real potential parameter is Hermitian. -/
theorem siteDiag_conjTranspose (d : n → ℝ) : (siteDiag d)ᴴ = siteDiag d := by
  rw [siteDiag, Matrix.diagonal_conjTranspose]
  congr 1
  funext i
  exact Complex.conj_ofReal (d i)
```

## The quadratic form and its zeros

The next theorem is the identity for cᴴ O c. Step `E` rewrites O as AᴴA + hᴴ(p h), `key` moves each adjoint onto the left-hand vector, and `hz` turns z* z into |z|².

```lean
/-- For Hermitian `h`, the quadratic form `cᴴ O c` of the overlap matrix equals `stateNorm h o p c`.
-/
theorem overlap_form {h : Matrix n n ℂ} (hh : h.IsHermitian) (o p : n → ℝ) (c : n → ℂ) :
    star c ⬝ᵥ (overlap h o p *ᵥ c) = (stateNorm h o p c : ℂ) := by
  -- Hermiticity of `h` gives the overlap the form `Aᴴ A + hᴴ (p h)` with `A = 1 + o h`
  have E : overlap h o p = (1 + siteDiag o * h)ᴴ * (1 + siteDiag o * h)
      + hᴴ * (siteDiag p * h) := by
    rw [Matrix.conjTranspose_add, Matrix.conjTranspose_one, Matrix.conjTranspose_mul,
      siteDiag_conjTranspose, hh.eq, overlap, Matrix.mul_assoc h]
  have key : ∀ (M : Matrix n n ℂ) (x : n → ℂ),
      star c ⬝ᵥ (Mᴴ *ᵥ x) = star (M *ᵥ c) ⬝ᵥ x := by
    intro M x
    rw [Matrix.star_mulVec, Matrix.dotProduct_mulVec]
  have hz : ∀ z : ℂ, star z * z = (‖z‖ : ℂ) ^ 2 := fun z => Complex.conj_mul' z
  rw [E, Matrix.add_mulVec, dotProduct_add, ← Matrix.mulVec_mulVec, ← Matrix.mulVec_mulVec,
    key, key, ← Matrix.mulVec_mulVec, stateNorm, Complex.ofReal_add, Complex.ofReal_sum,
    Complex.ofReal_sum]
  congr 1
  · refine Finset.sum_congr rfl fun i _ => ?_
    rw [Pi.star_apply, hz, Complex.ofReal_pow]
  · refine Finset.sum_congr rfl fun i _ => ?_
    rw [Pi.star_apply, siteDiag_mulVec, Complex.ofReal_mul, Complex.ofReal_pow, ← hz]
    ring
```

The zero condition needs p ≥ 0 but not the Hermiticity of h. The proof splits the sum into its terms, then treats p_i = 0 and (h c)_i = 0 as separate cases.

```lean
/-- For nonnegative `p`, a state has zero norm exactly when both `(1 + o h) c` and `p h c`
vanish. -/
theorem stateNorm_eq_zero_iff (h : Matrix n n ℂ) (o : n → ℝ) {p : n → ℝ}
    (hp : ∀ i, 0 ≤ p i) (c : n → ℂ) :
    stateNorm h o p c = 0 ↔
      (1 + siteDiag o * h) *ᵥ c = 0 ∧ siteDiag p *ᵥ (h *ᵥ c) = 0 := by
  have n1 : ∀ i ∈ Finset.univ, 0 ≤ ‖((1 + siteDiag o * h) *ᵥ c) i‖ ^ 2 :=
    fun i _ => sq_nonneg _
  have n2 : ∀ i ∈ Finset.univ, 0 ≤ p i * ‖(h *ᵥ c) i‖ ^ 2 :=
    fun i _ => mul_nonneg (hp i) (sq_nonneg _)
  -- a sum of nonnegative terms vanishes only term by term
  rw [stateNorm, add_eq_zero_iff_of_nonneg (Finset.sum_nonneg n1) (Finset.sum_nonneg n2),
    Finset.sum_eq_zero_iff_of_nonneg n1, Finset.sum_eq_zero_iff_of_nonneg n2]
  constructor
  · rintro ⟨h1, h2⟩
    refine ⟨funext fun i => ?_, funext fun i => ?_⟩
    · exact norm_eq_zero.mp ((pow_eq_zero_iff two_ne_zero).mp (h1 i (Finset.mem_univ i)))
    · rw [siteDiag_mulVec]
      rcases mul_eq_zero.mp (h2 i (Finset.mem_univ i)) with h0 | h0
      · simp [h0]
      · rw [norm_eq_zero.mp ((pow_eq_zero_iff two_ne_zero).mp h0), mul_zero, Pi.zero_apply]
  · rintro ⟨h1, h2⟩
    refine ⟨fun i _ => by rw [h1]; simp, fun i _ => ?_⟩
    have h3 := congrFun h2 i
    rw [siteDiag_mulVec, Pi.zero_apply] at h3
    rcases mul_eq_zero.mp h3 with h0 | h0
    · rw [Complex.ofReal_eq_zero.mp h0, zero_mul]
    · rw [h0]; simp
```

## The criterion for definiteness

The main theorem assumes `h.IsHermitian` and `0 ≤ p i` for every orbital. In Mathlib, `PosSemidef` and `PosDef` include Hermiticity, which `herm` supplies. A common null vector would contradict positivity; conversely, if there is none, the nonnegative norm of each nonzero c cannot be zero.

```lean
/-- For Hermitian `h` and nonnegative `p`, the LMTO overlap matrix is positive semidefinite, and it
is positive definite exactly when no nonzero `c` has both `(1 + o h) c = 0` and `p h c = 0`. -/
theorem overlap_posSemidef_and_posDef_iff {h : Matrix n n ℂ} (hh : h.IsHermitian)
    (o : n → ℝ) {p : n → ℝ} (hp : ∀ i, 0 ≤ p i) :
    (overlap h o p).PosSemidef ∧
    ((overlap h o p).PosDef ↔ ¬ ∃ c : n → ℂ, c ≠ 0 ∧
      (1 + siteDiag o * h) *ᵥ c = 0 ∧ siteDiag p *ᵥ (h *ᵥ c) = 0) := by
  have herm : (overlap h o p).IsHermitian := by
    unfold Matrix.IsHermitian overlap
    simp only [Matrix.conjTranspose_add, Matrix.conjTranspose_mul, Matrix.conjTranspose_one,
      siteDiag_conjTranspose, hh.eq, Matrix.mul_assoc]
  have nonneg : ∀ c, 0 ≤ stateNorm h o p c := fun c =>
    add_nonneg (Finset.sum_nonneg fun i _ => sq_nonneg _)
      (Finset.sum_nonneg fun i _ => mul_nonneg (hp i) (sq_nonneg _))
  refine ⟨Matrix.PosSemidef.of_dotProduct_mulVec_nonneg herm fun c => ?_, ?_, ?_⟩
  · rw [overlap_form hh]
    exact_mod_cast nonneg c
  · -- a common null vector would have zero norm
    rintro hS ⟨c, hc, hnull⟩
    have hpos := hS.dotProduct_mulVec_pos hc
    rw [overlap_form hh, (stateNorm_eq_zero_iff h o hp c).mpr hnull] at hpos
    simp at hpos
  · intro hno
    refine Matrix.posDef_iff_dotProduct_mulVec.mpr ⟨herm, ?_⟩
    intro c hc
    rw [overlap_form hh]
    have hlt : 0 < stateNorm h o p c := lt_of_le_of_ne (nonneg c) fun h0 =>
      hno ⟨c, hc, (stateNorm_eq_zero_iff h o hp c).mp h0.symm⟩
    exact_mod_cast hlt
```

The criterion is qualitative: it gives no lower bound on the smallest eigenvalue, so a positive definite overlap may still be ill-conditioned.

## Where null vectors can live

The support statement reads the two null conditions at a single orbital `i`, as in the derivation by hand.

```lean
/-- For Hermitian `h` and nonnegative `p`, a null vector of the overlap matrix has no component on
any orbital with `p i ≠ 0`. -/
theorem null_vector_support {h : Matrix n n ℂ} (hh : h.IsHermitian) (o : n → ℝ) {p : n → ℝ}
    (hp : ∀ i, 0 ≤ p i) {c : n → ℂ} (hc : overlap h o p *ᵥ c = 0) {i : n} (hi : p i ≠ 0) :
    c i = 0 := by
  have h0 := overlap_form hh o p c
  rw [hc, dotProduct_zero] at h0
  obtain ⟨h1, h2⟩ := (stateNorm_eq_zero_iff h o hp c).mp (Complex.ofReal_eq_zero.mp h0.symm)
  have a := congrFun h1 i
  have b := congrFun h2 i
  rw [Matrix.add_mulVec, Matrix.one_mulVec, ← Matrix.mulVec_mulVec, Pi.add_apply,
    siteDiag_mulVec, Pi.zero_apply] at a
  rw [siteDiag_mulVec, Pi.zero_apply] at b
  -- the amplitude `(h c) i` vanishes, and `c i = -o i (h c) i`
  have w := (mul_eq_zero.mp b).resolve_left (Complex.ofReal_ne_zero.mpr hi)
  rwa [w, mul_zero, add_zero] at a
```

For strictly positive p, a vector meeting both conditions is annihilated by O, so the support statement removes all its components.

```lean
/-- If `h` is Hermitian and `p` is strictly positive on every orbital, the overlap matrix is
positive definite. -/
theorem overlap_posDef_of_pos {h : Matrix n n ℂ} (hh : h.IsHermitian) (o : n → ℝ) {p : n → ℝ}
    (hp : ∀ i, 0 < p i) : (overlap h o p).PosDef := by
  have hp' : ∀ i, 0 ≤ p i := fun i => (hp i).le
  refine (overlap_posSemidef_and_posDef_iff hh o hp').2.mpr ?_
  rintro ⟨c, hc, h1, h2⟩
  apply hc
  funext i
  refine null_vector_support hh o hp' ?_ (hp i).ne'
  rw [overlap, Matrix.add_mulVec, ← Matrix.mulVec_mulVec, h1, Matrix.mul_assoc,
    ← Matrix.mulVec_mulVec, ← Matrix.mulVec_mulVec, h2]
  simp
```

## Two orbitals with a singular 1 + o h

The example uses the hopping matrix `dimer`.

```lean
/-- The matrix `h` for two orbitals coupled by a unit hopping. -/
def dimer : Matrix (Fin 2) (Fin 2) ℂ := !![0, 1; 1, 0]
```

The theorem checks that h is Hermitian, that 1 + o h has zero determinant and that the overlap is positive definite. The last part goes through the criterion, eliminating `c 1` and then `c 0`.

```lean
/-- For the dimer with `o = (-1, -1)` and `p = (1, 0)`, the matrix `1 + o h` is singular, yet
the overlap matrix is positive definite. -/
theorem dimer_witness :
    dimer.IsHermitian ∧ (1 + siteDiag (fun _ => -1) * dimer).det = 0 ∧
      (overlap dimer (fun _ => -1) ![1, 0]).PosDef := by
  have hh : dimer.IsHermitian := by
    unfold Matrix.IsHermitian
    ext i j
    fin_cases i <;> fin_cases j <;> simp [dimer]
  have hp : ∀ i, 0 ≤ (![1, 0] : Fin 2 → ℝ) i := by
    intro i
    fin_cases i <;> simp
  refine ⟨hh, ?_, (overlap_posSemidef_and_posDef_iff hh _ hp).2.mpr ?_⟩
  · simp [Matrix.det_fin_two, siteDiag, dimer]
  · rintro ⟨c, hc, h1, h2⟩
    have a := congrFun h1 0
    have b := congrFun h2 0
    rw [Matrix.add_mulVec, Matrix.one_mulVec, ← Matrix.mulVec_mulVec, Pi.add_apply,
      siteDiag_mulVec] at a
    rw [siteDiag_mulVec] at b
    -- the second condition removes `c 1`, the first then removes `c 0`
    have b' : c 1 = 0 := by
      simpa [dimer, Matrix.mulVec, dotProduct, Fin.sum_univ_two] using b
    have a' : c 0 = 0 := by
      simpa [dimer, Matrix.mulVec, dotProduct, Fin.sum_univ_two, b'] using a
    apply hc
    funext i
    fin_cases i
    · exact a'
    · exact b'

end

end LMTOOverlap
```

```lean
#print axioms LMTOOverlap.overlap_posSemidef_and_posDef_iff
#print axioms LMTOOverlap.overlap_posDef_of_pos
```

```
'LMTOOverlap.overlap_posSemidef_and_posDef_iff' depends on axioms: [propext, Classical.choice, Quot.sound]
'LMTOOverlap.overlap_posDef_of_pos' depends on axioms: [propext, Classical.choice, Quot.sound]
```
